# The adjoint of a spin one-half rotation about the z axis interchanges its two diagonal phases

For a single spin one-half, rotation about the z axis by a real angle t is represented here by the 2 × 2 complex matrix diag(exp(−it/2), exp(it/2)). The theorem `star_spinRotation` states that the adjoint of this matrix is diag(exp(it/2), exp(−it/2)), so that the two phases change places. The attempt compares the matrices entry by entry and gives all four cases to one `simp` call, which unfolds the definition and moves complex conjugation inside the exponential.

The first attempt, which Lean rejects:

```lean
import Mathlib

open Matrix

namespace StarSpinRotation

noncomputable section

/-- Operators on the state space of a spin one-half. -/
abbrev Op := Matrix (Fin 2) (Fin 2) ℂ

/-- The spinor rotation `diag(exp(-it/2), exp(it/2))` about the z axis. -/
def spinRotation (t : ℝ) : Op :=
  !![Complex.exp (-((t : ℂ) / 2) * Complex.I), 0; 0, Complex.exp ((t : ℂ) / 2 * Complex.I)]

/-- The adjoint of the spinor rotation has the two phases interchanged. -/
theorem star_spinRotation (t : ℝ) : star (spinRotation t) =
    !![Complex.exp ((t : ℂ) / 2 * Complex.I), 0;
      0, Complex.exp (-((t : ℂ) / 2) * Complex.I)] := by
  ext i j
  fin_cases i <;> fin_cases j <;>
    simp [spinRotation, Matrix.star_apply, ← Complex.exp_conj]

end

end StarSpinRotation
```

Lean reports:

```
Main.lean:19:54: error: unsolved goals
case «0».«0»
t : ℝ
⊢ Complex.exp (↑t / (starRingEnd ℂ) 2 * Complex.I) = Complex.exp (↑t / 2 * Complex.I)

case «1».«1»
t : ℝ
⊢ Complex.exp (-(↑t / (starRingEnd ℂ) 2 * Complex.I)) = Complex.exp (-(↑t / 2 * Complex.I))
```

The single error, "unsolved goals", lists the two diagonal entries; the off-diagonal ones were closed. In both remaining goals the two sides differ only in that the left has `(starRingEnd ℂ) 2`, the complex conjugate of 2, where the right has plain `2`. The rewrite `← Complex.exp_conj` had turned the conjugate of an exponential into the exponential of the conjugate, and `simp` had then carried the conjugation through the exponent, dealing with `t` and `Complex.I` but leaving the conjugate of the numeral unevaluated. The goals are true, but the `simp` call stopped short of this last step.

The repair proves the missing fact as `h2`, that the conjugate of 2 is 2, using `Complex.ext` to compare real and imaginary parts and `simp` to settle each. Adding `h2` to the final `simp` call lets it replace `(starRingEnd ℂ) 2` by `2`, after which the two sides of each diagonal goal agree. Both changes are needed: one supplies the fact, the other puts it to use.

This version goes through:

```diff
@@ -18,7 +18,8 @@
     !![Complex.exp ((t : ℂ) / 2 * Complex.I), 0;
       0, Complex.exp (-((t : ℂ) / 2) * Complex.I)] := by
+  have h2 : (starRingEnd ℂ) 2 = 2 := by apply Complex.ext <;> simp
   ext i j
   fin_cases i <;> fin_cases j <;>
-    simp [spinRotation, Matrix.star_apply, ← Complex.exp_conj]
+    simp [spinRotation, Matrix.star_apply, ← Complex.exp_conj, h2]
 
 end
```
